# Spin fluctuation of a GHF determinant from its electron number and spin-summed density matrix

In a single spatial orbital, the two diagonal spin entries of a determinant's one-electron density matrix add up to the electron number N, and N − N²/2 gives the spin fluctuation, which is the sum of the variances of the three spin components in units of ħ²: 1/2 for one electron, whichever way its spin points, and 0 for a closed-shell pair. With n orthonormal spatial orbitals the sum of the diagonal spin blocks becomes an n by n matrix R, and the file below proves that the fluctuation part of ⟨S²⟩ is N − tr(R²)/2 for every idempotent one-electron density matrix, and so for every single determinant.

```lean
import Mathlib

open Matrix

namespace GHFSpinFluctuation

noncomputable section

variable {n : Type*} [Fintype n] [DecidableEq n]

/-- The three spin operators, half the Pauli matrices acting on spin and the identity on
the spatial orbitals; the two summands of `n ⊕ n` are spin up and spin down. -/
def spin : Fin 3 → Matrix (n ⊕ n) (n ⊕ n) ℂ :=
  ![fromBlocks 0 ((1 / 2 : ℂ) • 1) ((1 / 2 : ℂ) • 1) 0,
    fromBlocks 0 ((-(Complex.I / 2)) • 1) ((Complex.I / 2) • 1) 0,
    fromBlocks ((1 / 2 : ℂ) • 1) 0 0 ((-(1 / 2) : ℂ) • 1)]

/-- The spin-summed spatial density matrix `R = P_aa + P_bb`. -/
def spatialDensity (P : Matrix (n ⊕ n) (n ⊕ n) ℂ) : Matrix n n ℂ :=
  P.toBlocks₁₁ + P.toBlocks₂₂

/-- The fluctuation part of `⟨S²⟩`: the sum over `i` of `tr (P s_i (1 - P) s_i)`. -/
def spinFluctuation (P : Matrix (n ⊕ n) (n ⊕ n) ℂ) : ℂ :=
  ∑ i, (P * spin i * (1 - P) * spin i).trace

/-- The value of `⟨S²⟩` for a determinant with density matrix `P`: the squared mean spin
plus the fluctuation part. -/
def spinSquare (P : Matrix (n ⊕ n) (n ⊕ n) ℂ) : ℂ :=
  ∑ i, (P * spin i).trace ^ 2 + spinFluctuation P

/-- Summing `s_i P s_i` over the three spin directions gives half the spatial density on
both spin blocks, minus a quarter of `P`. -/
theorem sum_spin_mul_spin (P : Matrix (n ⊕ n) (n ⊕ n) ℂ) :
    ∑ i, spin i * P * spin i =
      (1 / 2 : ℂ) • fromBlocks (spatialDensity P) 0 0 (spatialDensity P)
        - (1 / 4 : ℂ) • P := by
  obtain ⟨A, B, C, D, rfl⟩ : ∃ A B C D, P = fromBlocks A B C D :=
    ⟨_, _, _, _, (fromBlocks_toBlocks P).symm⟩
  -- compare the four spin blocks entry by entry
  ext (i | i) (j | j) <;>
    simp [spin, spatialDensity, Fin.sum_univ_three, fromBlocks_multiply] <;>
    ring_nf <;> (try simp only [Complex.I_sq]) <;> (try ring)

/-- The squared spin of a single electron is `3/4`. -/
theorem sum_spin_sq :
    ∑ i, spin i * spin i = (3 / 4 : ℂ) • (1 : Matrix (n ⊕ n) (n ⊕ n) ℂ) := by
  have h := sum_spin_mul_spin (1 : Matrix (n ⊕ n) (n ⊕ n) ℂ)
  simp only [mul_one] at h
  rw [h]
  ext (i | i) (j | j) <;> by_cases hij : i = j <;>
    simp [spatialDensity, toBlocks₁₁, toBlocks₂₂, Matrix.one_apply, hij] <;> norm_num

omit [DecidableEq n] in
/-- The trace over spin orbitals is the sum of the traces of the two diagonal spin blocks. -/
theorem trace_fromBlocks (A B C D : Matrix n n ℂ) :
    (fromBlocks A B C D).trace = A.trace + D.trace := by
  simp [Matrix.trace, Fintype.sum_sum_type]

omit [DecidableEq n] in
/-- The trace of `P` against the spatial density placed on both spin blocks is `tr R²`. -/
theorem trace_mul_spatialDensity (P : Matrix (n ⊕ n) (n ⊕ n) ℂ) :
    (P * fromBlocks (spatialDensity P) 0 0 (spatialDensity P)).trace =
      (spatialDensity P * spatialDensity P).trace := by
  obtain ⟨A, B, C, D, rfl⟩ : ∃ A B C D, P = fromBlocks A B C D :=
    ⟨_, _, _, _, (fromBlocks_toBlocks P).symm⟩
  simp only [spatialDensity, toBlocks_fromBlocks₁₁, toBlocks_fromBlocks₂₂,
    fromBlocks_multiply, trace_fromBlocks, Matrix.mul_zero, add_zero, zero_add]
  rw [← Matrix.trace_add, ← Matrix.add_mul]

/-- For an idempotent density matrix with `N = tr P` electrons, the fluctuation part of
`⟨S²⟩` is `N - tr(R²)/2`. -/
theorem spinFluctuation_eq (P : Matrix (n ⊕ n) (n ⊕ n) ℂ) (hP : P * P = P) :
    spinFluctuation P =
      P.trace - (spatialDensity P * spatialDensity P).trace / 2 := by
  -- split off the hole projector
  have h : ∀ i, (P * spin i * (1 - P) * spin i).trace =
      (P * (spin i * spin i)).trace - (P * (spin i * P * spin i)).trace := by
    intro i
    rw [← Matrix.trace_sub]
    congr 1
    simp only [mul_sub, sub_mul, mul_one, mul_assoc]
  unfold spinFluctuation
  rw [Finset.sum_congr rfl (fun i _ => h i), Finset.sum_sub_distrib,
    ← Matrix.trace_sum, ← Matrix.trace_sum, ← Finset.mul_sum, ← Finset.mul_sum,
    sum_spin_sq, sum_spin_mul_spin, mul_sub, Matrix.mul_smul, Matrix.mul_smul,
    Matrix.mul_smul, mul_one, hP, Matrix.trace_sub, Matrix.trace_smul,
    Matrix.trace_smul, Matrix.trace_smul, trace_mul_spatialDensity]
  simp only [smul_eq_mul]
  ring

/-- For a collinear (UHF) determinant with spin-up and spin-down projectors `A` and `B`,
`⟨S²⟩ = ((N_a - N_b)/2)² + (N_a + N_b)/2 - tr(A B)`. -/
theorem spinSquare_uhf (A B : Matrix n n ℂ) (hA : A * A = A) (hB : B * B = B) :
    spinSquare (fromBlocks A 0 0 B) =
      ((A.trace - B.trace) / 2) ^ 2 + (A.trace + B.trace) / 2 - (A * B).trace := by
  have hP : fromBlocks A 0 0 B * fromBlocks A 0 0 B = fromBlocks A 0 0 B := by
    simp [fromBlocks_multiply, hA, hB]
  -- only the z component of the mean spin survives
  have h0 : (fromBlocks A 0 0 B * spin 0).trace = 0 := by
    simp [spin, fromBlocks_multiply, trace_fromBlocks]
  have h1 : (fromBlocks A 0 0 B * spin 1).trace = 0 := by
    simp [spin, fromBlocks_multiply, trace_fromBlocks]
  have h2 : (fromBlocks A 0 0 B * spin 2).trace = (A.trace - B.trace) / 2 := by
    simp [spin, fromBlocks_multiply, trace_fromBlocks]
    ring
  have hR : spatialDensity (fromBlocks A 0 0 B) = A + B := by
    simp [spatialDensity]
  have hT : ((A + B) * (A + B)).trace = A.trace + B.trace + 2 * (A * B).trace := by
    rw [add_mul, mul_add, mul_add, hA, hB]
    simp only [Matrix.trace_add]
    rw [Matrix.trace_mul_comm B A]
    ring
  unfold spinSquare
  rw [spinFluctuation_eq _ hP, Fin.sum_univ_three, h0, h1, h2, hR, hT, trace_fromBlocks]
  ring

omit [DecidableEq n] in
/-- For a Hermitian matrix `R` of size `n`, `(tr R)² ≤ n tr(R²)`. -/
theorem trace_sq_le (R : Matrix n n ℂ) (hR : R.IsHermitian) :
    R.trace.re ^ 2 ≤ (Fintype.card n : ℝ) * (R * R).trace.re := by
  have ht : (R * R).trace.re = ∑ i, ∑ j, Complex.normSq (R i j) := by
    simp only [Matrix.trace, Matrix.diag_apply, Matrix.mul_apply, Complex.re_sum]
    refine Finset.sum_congr rfl fun i _ => Finset.sum_congr rfl fun j _ => ?_
    have h : R j i = (starRingEnd ℂ) (R i j) := (hR.apply j i).symm
    rw [h, Complex.mul_conj, Complex.ofReal_re]
  -- keep only the diagonal entries, then apply Cauchy-Schwarz
  have hd : ∑ i, (R i i).re ^ 2 ≤ (R * R).trace.re := by
    rw [ht]
    refine Finset.sum_le_sum fun i _ => ?_
    have h1 : Complex.normSq (R i i) ≤ ∑ j, Complex.normSq (R i j) :=
      Finset.single_le_sum (f := fun j => Complex.normSq (R i j))
        (fun j _ => Complex.normSq_nonneg _) (Finset.mem_univ i)
    have h2 := Complex.normSq_apply (R i i)
    nlinarith [mul_self_nonneg (R i i).im]
  have hc : (∑ i, (R i i).re) ^ 2 ≤ (Fintype.card n : ℝ) * ∑ i, (R i i).re ^ 2 := by
    simpa using sq_sum_le_card_mul_sum_sq (s := Finset.univ) (f := fun i => (R i i).re)
  have hs : R.trace.re = ∑ i, (R i i).re := by
    simp only [Matrix.trace, Matrix.diag_apply, Complex.re_sum]
  rw [hs]
  exact hc.trans (mul_le_mul_of_nonneg_left hd (Nat.cast_nonneg _))

/-- With `N` electrons in `n` spatial orbitals, the spin fluctuation `F` of a determinant
obeys `n F ≤ n N - N²/2`. -/
theorem spinFluctuation_le (P : Matrix (n ⊕ n) (n ⊕ n) ℂ) (hH : P.IsHermitian)
    (hP : P * P = P) :
    (Fintype.card n : ℝ) * (spinFluctuation P).re ≤
      (Fintype.card n : ℝ) * P.trace.re - P.trace.re ^ 2 / 2 := by
  have hR : (spatialDensity P).IsHermitian := by
    ext i j
    simp only [spatialDensity, toBlocks₁₁, toBlocks₂₂, Matrix.conjTranspose_apply,
      Matrix.add_apply, Matrix.of_apply, star_add, hH.apply]
  have ht : (spatialDensity P).trace = P.trace := by
    conv_rhs => rw [← fromBlocks_toBlocks P, trace_fromBlocks]
    rw [spatialDensity, Matrix.trace_add]
  have h := trace_sq_le _ hR
  rw [ht] at h
  have hF : (spinFluctuation P).re =
      P.trace.re - (spatialDensity P * spatialDensity P).trace.re / 2 := by
    rw [spinFluctuation_eq P hP]
    simp
  rw [hF]
  linarith

/-- The density matrix with one electron in every spatial orbital, all spins along `y`. -/
def yPolarized : Matrix (n ⊕ n) (n ⊕ n) ℂ :=
  fromBlocks ((1 / 2 : ℂ) • 1) ((-(Complex.I / 2)) • 1)
    ((Complex.I / 2) • 1) ((1 / 2 : ℂ) • 1)

/-- The `y`-polarized density matrix is Hermitian and idempotent, holds `n` electrons, and has spin
fluctuation `n/2`. -/
theorem yPolarized_witness :
    (yPolarized : Matrix (n ⊕ n) (n ⊕ n) ℂ).IsHermitian ∧
    (yPolarized : Matrix (n ⊕ n) (n ⊕ n) ℂ) * yPolarized = yPolarized ∧
    (yPolarized : Matrix (n ⊕ n) (n ⊕ n) ℂ).trace = Fintype.card n ∧
    spinFluctuation (yPolarized : Matrix (n ⊕ n) (n ⊕ n) ℂ) = Fintype.card n / 2 := by
  have hI : (yPolarized : Matrix (n ⊕ n) (n ⊕ n) ℂ) * yPolarized = yPolarized := by
    unfold yPolarized
    rw [fromBlocks_multiply]
    ext (i | i) (j | j) <;> by_cases h : i = j <;>
      simp [h] <;>
      ring_nf <;> (try simp only [Complex.I_sq]) <;> (try norm_num)
  have hT : (yPolarized : Matrix (n ⊕ n) (n ⊕ n) ℂ).trace = Fintype.card n := by
    simp only [yPolarized, trace_fromBlocks, Matrix.trace_smul, Matrix.trace_one,
      smul_eq_mul]
    ring
  have hR : spatialDensity (yPolarized : Matrix (n ⊕ n) (n ⊕ n) ℂ) = 1 := by
    simp only [spatialDensity, yPolarized, toBlocks_fromBlocks₁₁, toBlocks_fromBlocks₂₂]
    rw [← add_smul]
    norm_num
  refine ⟨?_, hI, hT, ?_⟩
  · ext (i | i) (j | j) <;> by_cases h : i = j <;>
      simp [yPolarized, Matrix.conjTranspose_apply,
        eq_comm (a := j) (b := i), h] <;> (try ring)
  · rw [spinFluctuation_eq _ hI, hT, hR, mul_one, Matrix.trace_one]
    ring

end

end GHFSpinFluctuation
```

```lean
#print axioms GHFSpinFluctuation.spinSquare_uhf
#print axioms GHFSpinFluctuation.spinFluctuation_le
```

```
'GHFSpinFluctuation.spinSquare_uhf' depends on axioms: [propext, Classical.choice, Quot.sound]
'GHFSpinFluctuation.spinFluctuation_le' depends on axioms: [propext, Classical.choice, Quot.sound]
```

## Density matrices in spin blocks

The index type `n` labels a finite set of orthonormal spatial orbitals, and the letter n also stands for their number, `Fintype.card n`. The sum type `n ⊕ n` labels the spin orbitals, spin up first and spin down second. A density matrix P is a complex matrix on this index type. Written in blocks, with a semicolon between rows, it is

P = [A B; C D],

where A = P_aa and D = P_bb are the same-spin blocks, and B and C couple up to down. Generalized Hartree-Fock (GHF) allows B and C to be non-zero. The function `spatialDensity` returns R = A + D.

The three matrices `spin 0`, `spin 1` and `spin 2` are the x, y and z components of the one-electron spin in units of ħ. With I the imaginary unit and 1 the identity on spatial orbitals, they are

s_0 = ½ [0 1; 1 0], s_1 = ½ [0 −I; I 0], s_2 = ½ [1 0; 0 −1].

The main theorem, `spinFluctuation_eq`, says that if P * P = P, then

Σ_i tr(P s_i (1 − P) s_i) = tr P − tr(R²)/2.

The electron number N appears in Lean as `P.trace`. Idempotency says that each orbital of a suitable basis is either filled or empty, as in a single determinant. The density matrix of a determinant in an orthonormal basis is also Hermitian, but the identity does not need this, and the theorem does not assume it.

## Why this trace is a fluctuation

Let a_p† and a_p create and remove an electron in spin orbital p, and let P_qp = ⟨a_p† a_q⟩. The total spin component is S_i = Σ_pq (s_i)_pq a_p† a_q, with mean tr(P s_i). For a determinant, Wick's theorem splits the mean square into two contractions:

⟨S_i²⟩ = (tr P s_i)² + tr(P s_i (1 − P) s_i).

The second term is the variance of S_i. It comes from spin operators that lift an electron out of the occupied space, through P, into the empty space, through 1 − P. Summing over i gives ⟨S²⟩.

The file takes this expression as the definition of `spinSquare`, with the second part named `spinFluctuation`; it contains no many-electron wavefunction. In a non-orthogonal atomic-orbital basis, the overlap matrix would have to be included before these formulas apply.

The fluctuation is not the same thing as spin contamination. A fully polarized high-spin determinant is an exact spin eigenstate, yet the components perpendicular to its polarization still fluctuate.

## Summing over the spin directions

Multiplying out the blocks gives

s_0 P s_0 = ¼ [D C; B A],

s_1 P s_1 = ¼ [D −C; −B A],

s_2 P s_2 = ¼ [A −B; −C D].

In the sum, the swapped off-diagonal blocks cancel between the first two lines:

Σ_i s_i P s_i = ¼ [A + 2D, −B; −C, 2A + D] = ½ [R 0; 0 R] − ¼ P.

This is `sum_spin_mul_spin`. Its proof writes P as four blocks, compares entries in each of the four spin sectors with `ext`, and leaves the arithmetic to `simp` and `ring_nf`, with I² = −1 supplied where needed.

Setting P = 1 gives R = 2·1, and therefore

Σ_i s_i² = (1 − ¼) 1 = ¾ 1,

the value s(s + 1) for spin one half. The lemma `sum_spin_sq` obtains it by the same substitution.

One trace remains. Only the diagonal blocks of the product contribute, so

tr(P [R 0; 0 R]) = tr(A R) + tr(D R) = tr(R²).

This is `trace_mul_spatialDensity`, which uses `trace_fromBlocks` to split the trace over spin.

Now expand 1 − P in the fluctuation:

Σ_i tr(P s_i (1 − P) s_i)
= Σ_i tr(P s_i²) − Σ_i tr(P s_i P s_i)
= ¾ tr P − ½ tr(R²) + ¼ tr(P²).

Since P² = P, the last term is ¼ tr P, and the total is N − tr(R²)/2. In the Lean proof, the local statement `h` performs the expansion for each i. The long `rw` then moves the sums inside the traces, inserts the lemmas above and uses `hP` to replace P * P by P; `ring` adds the coefficients.

For a single GHF determinant in an orthonormal basis, ⟨S²⟩ therefore needs only the electron number, the matrix R and the three mean spin components. The blocks B and C enter only through the mean spin.

## The collinear case

In a UHF determinant the spins share the z axis and the off-diagonal blocks vanish. The theorem `spinSquare_uhf` calls the two diagonal blocks `A` and `B`, so in this section B is the spin-down projector. Write N_a = tr A and N_b = tr B. The x and y means are zero, and the z mean is (N_a − N_b)/2; these are the steps `h0`, `h1` and `h2`. Because A² = A and B² = B, and because tr(BA) = tr(AB),

tr(R²) = tr((A + B)²) = N_a + N_b + 2 tr(AB).

This is `hT`. Inserting it into the main theorem and adding the squared mean gives the familiar UHF expression

⟨S²⟩ = ((N_a − N_b)/2)² + (N_a + N_b)/2 − tr(AB).

## An upper bound and a determinant that reaches it

If P is Hermitian, so is R, and its diagonal entries are real. Then

tr(R²) = Σ_jk |R_jk|² ≥ Σ_j R_jj²,

and the Cauchy-Schwarz inequality gives

(tr R)² = (Σ_j R_jj)² ≤ n Σ_j R_jj² ≤ n tr(R²).

The lemma `trace_sq_le` follows this order: `ht` writes the trace as a sum of squared moduli, `hd` keeps the diagonal, and `hc` applies Cauchy-Schwarz. Since tr R = tr P = N, the fluctuation F satisfies

n F = n N − n tr(R²)/2 ≤ n N − N²/2.

This is `spinFluctuation_le`. It is stated for real parts because Lean's traces here are complex numbers. The form without division also covers n = 0; for n ≥ 1 it reads F ≤ N − N²/(2n).

The matrix `yPolarized` puts one electron in each spatial orbital with its spin along y:

P = ½ [1 −I; I 1].

Its off-diagonal blocks are non-zero as soon as there is an orbital. The theorem `yPolarized_witness` verifies that P is Hermitian and idempotent, that N = n, and that F = n/2. The last value follows from R = 1, since n − n/2 = n/2. Both sides of the bound then equal n²/2, so the bound is attained at N = n for every n.

## Fractional occupations

The expansion before P² = P is used also serves a grand-canonical thermal state of non-interacting electrons, where Wick's theorem still holds but occupations may lie between 0 and 1. Keeping tr(P²) as it stands gives

F = N − tr(R²)/2 − ¼ tr(P − P²).

This extension is a calculation by hand and is not stated as a theorem in the file. Its extra term vanishes when every occupation is 0 or 1, which returns the determinant formula.
